# For a symmetric Hamiltonian, a local energy minimum over normalised states is global

The theorem `energy_bound_of_local_min` says that if a normalised state ψ minimises the energy among nearby normalised states, then no state has a lower normalised energy. In its formal version, Re⟨φ, Hφ⟩ is at least ‖φ‖² times the energy of ψ for every vector φ, which need not be normalised. `H` is a symmetric linear operator defined on the whole of a complex inner product space, whose dimension may be infinite. The proof normalises ψ + tφ and uses local minimality to get the inequality for ψ + tφ at small real t. Adding the inequalities at t and −t cancels the linear terms and leaves the bound for φ.

As first written in Lean, the proof fails:

```lean
import Mathlib

open Filter Topology

namespace EnergyBoundOfLocalMin

noncomputable section

variable {V : Type*} [NormedAddCommGroup V] [InnerProductSpace ℂ V]
variable {H : V →ₗ[ℂ] V} {ψ φ : V}

/-- The real part of `⟨ψ, H ψ⟩`; for symmetric `H` and normalized `ψ` this is the energy of the
state. -/
def energy (H : V →ₗ[ℂ] V) (ψ : V) : ℝ := (inner ℂ ψ (H ψ)).re

/-- A normalized state that minimizes the energy among all nearby normalized states. -/
def IsLocalEnergyMin (H : V →ₗ[ℂ] V) (ψ : V) : Prop :=
  ‖ψ‖ = 1 ∧ IsLocalMinOn (energy H) (Metric.sphere 0 1) ψ

/-- Scaling a state by a real number `c` scales its energy by `c ^ 2`. -/
theorem energy_smul (H : V →ₗ[ℂ] V) (c : ℝ) (ψ : V) :
    energy H ((c : ℂ) • ψ) = c ^ 2 * energy H ψ := by
  simp only [energy, map_smul, inner_smul_left, inner_smul_right, Complex.conj_ofReal,
    Complex.re_ofReal_mul]
  ring

/-- For a symmetric `H`, the energy of `ψ + t φ` is a quadratic polynomial in the real
parameter `t`. -/
theorem energy_add_smul (hH : H.IsSymmetric) (ψ φ : V) (t : ℝ) :
    energy H (ψ + (t : ℂ) • φ) =
      energy H ψ + 2 * t * (inner ℂ φ (H ψ)).re + t ^ 2 * energy H φ := by
  have h : (inner ℂ ψ (H φ)).re = (inner ℂ φ (H ψ)).re := by
    rw [← hH ψ φ, ← inner_conj_symm (H ψ) φ, Complex.conj_re]
  simp only [energy, map_add, map_smul, inner_add_left, inner_add_right, inner_smul_left,
    inner_smul_right, Complex.conj_ofReal, Complex.add_re, Complex.re_ofReal_mul]
  rw [h]
  ring

/-- The squared norm of `ψ + t φ` is a quadratic polynomial in the real parameter `t`. -/
theorem norm_sq_add_smul (ψ φ : V) (t : ℝ) :
    ‖ψ + (t : ℂ) • φ‖ ^ 2 =
      ‖ψ‖ ^ 2 + 2 * t * (inner ℂ φ ψ).re + t ^ 2 * ‖φ‖ ^ 2 := by
  have hid : ∀ x : V, energy LinearMap.id x = ‖x‖ ^ 2 :=
    fun x => inner_self_eq_norm_sq (𝕜 := ℂ) x
  have h := energy_add_smul (H := LinearMap.id) (fun _ _ => rfl) ψ φ t
  rw [hid, hid, hid] at h
  exact h

/-- For a symmetric `H`, the energy of a local minimizer bounds the energy of every state
from below, relative to its squared norm. -/
theorem energy_bound_of_local_min (hH : H.IsSymmetric) (hψ : IsLocalEnergyMin H ψ) (φ : V) :
    energy H ψ * ‖φ‖ ^ 2 ≤ energy H φ := by
  have h0 : ψ + ((0 : ℝ) : ℂ) • φ = ψ := by simp
  -- the normalized path through `ψ` in the direction `φ`
  have hlim : Tendsto (fun t : ℝ => ((‖ψ + (t : ℂ) • φ‖⁻¹ : ℝ) : ℂ) • (ψ + (t : ℂ) • φ))
      (𝓝 0) (𝓝 ψ) := by
    have h1 : Continuous (fun t : ℝ => ψ + (t : ℂ) • φ) :=
      continuous_const.add (Complex.continuous_ofReal.smul continuous_const)
    have h2 : ‖ψ + ((0 : ℝ) : ℂ) • φ‖ ≠ 0 := by
      rw [h0, hψ.1]
      exact one_ne_zero
    have h3 : ContinuousAt
        (fun t : ℝ => ((‖ψ + (t : ℂ) • φ‖⁻¹ : ℝ) : ℂ) • (ψ + (t : ℂ) • φ)) 0 :=
      (Complex.continuous_ofReal.continuousAt.comp
        (h1.norm.continuousAt.inv₀ h2)).smul h1.continuousAt
    have h4 := h3.tendsto
    simp only [h0, hψ.1, inv_one, Complex.ofReal_one, one_smul] at h4
    exact h4
  have hev : ∀ᶠ t : ℝ in 𝓝 0,
      energy H ψ * ‖ψ + (t : ℂ) • φ‖ ^ 2 ≤ energy H (ψ + (t : ℂ) • φ) := by
    filter_upwards [hlim.eventually (eventually_nhdsWithin_iff.mp hψ.2)] with t ht
    by_cases hx : ψ + (t : ℂ) • φ = 0
    · simp [hx, energy]
    · have hn : 0 < ‖ψ + (t : ℂ) • φ‖ := norm_pos_iff.mpr hx
      have hmem : ((‖ψ + (t : ℂ) • φ‖⁻¹ : ℝ) : ℂ) • (ψ + (t : ℂ) • φ) ∈
          Metric.sphere (0 : V) 1 := by
        rw [mem_sphere_zero_iff_norm, norm_smul, Complex.norm_real, norm_inv, norm_norm]
        exact inv_mul_cancel₀ hn.ne'
      have h : energy H ψ ≤
          energy H (((‖ψ + (t : ℂ) • φ‖⁻¹ : ℝ) : ℂ) • (ψ + (t : ℂ) • φ)) := ht hmem
      rw [energy_smul, inv_pow, inv_mul_eq_div, le_div_iff₀ (pow_pos hn 2)] at h
      exact h
  -- adding the inequalities at `t` and `-t` cancels the linear terms
  obtain ⟨ε, hε, h⟩ := Metric.eventually_nhds_iff.mp hev
  have hp := @h (ε / 2) (by
    rw [Real.dist_eq, sub_zero, abs_of_pos (half_pos hε)]; linarith)
  have hm := @h (-(ε / 2)) (by
    rw [Real.dist_eq, sub_zero, abs_neg, abs_of_pos (half_pos hε)]; linarith)
  rw [norm_sq_add_smul, energy_add_smul hH, hψ.1] at hp hm
  by_contra hlt
  nlinarith [mul_pos (pow_pos (half_pos hε) 2) (sub_pos.mpr (not_le.mp hlt))]

end

end EnergyBoundOfLocalMin
```

Lean reports:

```
Main.lean:73:4: error: unsolved goals
case pos
V : Type u_1
inst✝¹ : NormedAddCommGroup V
inst✝ : InnerProductSpace ℂ V
H : V →ₗ[ℂ] V
ψ : V
hH : H.IsSymmetric
hψ : IsLocalEnergyMin H ψ
φ : V
h0 : ψ + ↑0 • φ = ψ
hlim : Tendsto (fun t => ↑‖ψ + ↑t • φ‖⁻¹ • (ψ + ↑t • φ)) (𝓝 0) (𝓝 ψ)
t : ℝ
ht : ↑‖ψ + ↑t • φ‖⁻¹ • (ψ + ↑t • φ) ∈ Metric.sphere 0 1 → energy H ψ ≤ energy H (↑‖ψ + ↑t • φ‖⁻¹ • (ψ + ↑t • φ))
hx : ψ + ↑t • φ = 0
⊢ (inner ℂ ψ (H ψ)).re * ‖ψ + t • φ‖ ^ 2 ≤
    (inner ℂ ψ (H ψ)).re + t * (inner ℂ φ (H ψ)).re + (t * (inner ℂ ψ (H φ)).re + t * (t * (inner ℂ φ (H φ)).re))
Main.lean:73:12: warning: This simp argument is unused:
  hx

Hint: Omit it from the simp argument list.
  [apply] simp [energy]

Note: This linter can be disabled with `set_option linter.unusedSimpArgs false`
```

Cause. The error is in the case where ψ + tφ is zero. There `hx` should turn both sides of the inequality into zero, but the warning says that `simp` never used it.

The reason is the order in which `simp` rewrites. It works on the inner terms first, and there it changes `(t : ℂ) • φ`, scaling by a real number cast to ℂ, into `t • φ`, scaling by the real number itself. The left side of `hx` still has the cast, so it no longer matches the sum in the goal. `simp` then unfolds `energy` and expands the inner product, and it is left with an inequality it can't close. The remaining goal shows both effects: `‖ψ + t • φ‖` without the cast, and a sum of inner products on the right.

The repair runs `rw [hx]` first, while the goal still has the cast. This replaces ψ + tφ by 0 on both sides, and `simp [energy]` then only has to check that the norm and the energy of the zero vector are zero.

The change, after which it compiles:

```diff
@@ -71,5 +71,6 @@
     filter_upwards [hlim.eventually (eventually_nhdsWithin_iff.mp hψ.2)] with t ht
     by_cases hx : ψ + (t : ℂ) • φ = 0
-    · simp [hx, energy]
+    · rw [hx]
+      simp [energy]
     · have hn : 0 < ‖ψ + (t : ℂ) • φ‖ := norm_pos_iff.mpr hx
       have hmem : ((‖ψ + (t : ℂ) • φ‖⁻¹ : ℝ) : ℂ) • (ψ + (t : ℂ) • φ) ∈
```
